# Quadratic convergence of Newton's eigenvalue search in an energy window with \(Md<2m\)

## Radial solutions and their slope mismatch

In Hartree atomic units, the radial function \(u(r)\) of a nonrelativistic electron in a fixed, local spherical potential obeys

\[
u''(r)=2\,[V_{\rm eff}(r)-E]\,u(r),
\]

where \(V_{\rm eff}\) includes the centrifugal term and \(E\) is the trial energy. The outward solution is regular at the origin and the inward solution decays at large \(r\). At a matching radius \(R\) they have values \(u_o(E),u_i(E)\) and radial slopes \(s_o(E),s_i(E)\). The slope mismatch is

\[
f(E)=\frac{s_o(E)}{u_o(E)}-\frac{s_i(E)}{u_i(E)} .
\]

The problem is to find the bound-state energy \(E_0\), at which the two solutions join smoothly. If neither value vanishes, \(f(E)=0\) says exactly this. Equal logarithmic derivatives give \(u_o=cu_i\) and \(s_o=cs_i\) with \(c=u_o/u_i\); conversely, such a \(c\) cancels from the ratio \(s_o/u_o\).

A Newton step replaces \(E\) by \(E-f(E)/f'(E)\). Write \(E^{(n)}\) for the energy after \(n\) steps, with \(E^{(0)}=E\). The symbol \(E_0\) always means the eigenvalue, never the starting energy.

## The Newton step in a radial solver

The derivative \(f'\) is available from the solutions themselves. Primes on \(u\) and \(w\) are radial derivatives, and \(f'\) is a derivative in energy. With \(w=\partial u/\partial E\), differentiating the radial equation with respect to \(E\) gives \((uw'-wu')'=-2u^2\). The bracket \(uw'-wu'\) vanishes at the origin for the outward solution and at infinity for the inward one, and \(\partial(u'/u)/\partial E=(uw'-wu')/u^2\). Integrating from the origin to \(R\) for the outward solution, and from \(R\) to infinity for the inward one, yields

\[
f'(E)=-2\left[\frac{\int_0^R u_o(r)^2\,dr}{u_o(R)^2}+\frac{\int_R^\infty u_i(r)^2\,dr}{u_i(R)^2}\right].
\]

A program integrates outward and inward to \(R\), then rescales the inward solution so that both have the value \(u(R)\). With \(s_i\) rescaled too, the Newton step becomes

\[
E\;\longmapsto\;E+\frac{u(R)\,(s_o-s_i)}{2\int_0^\infty u(r)^2\,dr},
\]

where \(u\) is the joined, unnormalised function. The kink at \(R\) thus sets the energy correction.

Such a search can supply the reference eigenvalues for generating a norm-conserving pseudopotential; the result below concerns one radial channel in a fixed potential, not the self-consistency cycle around it.

## The window conditions and the theorem

Suppose that on \(|E-E_0|<d\) the function \(f\) is twice differentiable, with

\[
f(E_0)=0,\qquad |f'|\ge m>0,\qquad |f''|\le M,\qquad Md<2m .
\]

The constant \(m\) is a minimum response of the mismatch to a change of energy. The constant \(M\) limits how much that response varies; a node passing through \(R\) would make \(f\) singular and violate such a bound. When \(M>0\), the last inequality limits the width of the window.

For every start in the window, the iterates remain there, converge to \(E_0\), and satisfy

\[
|E^{(n+1)}-E_0|\le\frac{M}{2m}\,|E^{(n)}-E_0|^2 .
\]

In Lean, `NewtonWindow f f₁ f₂ E₀ d m M` collects these conditions. The functions `f₁` and `f₂` are \(f'\) and \(f''\), tied to `f` by `HasDerivAt`. Continuity of \(f''\) is not required, so the \(C^2\) case is included. `newtonStep` is one update, and `newtonEnergy f f₁ E n` is \(E^{(n)}\), written `Eₙ` in the comments. The three conclusions form `newton_converges`, which holds for any real function with such a window.

`slopeMismatch` takes four arbitrary real functions of energy. Identifying them with boundary values of solutions of the radial equation is the step from the Lean model to the atom. The bounds \(m\) and \(M\) are assumed, not derived from a potential, and the iteration uses exact values of \(f\) and \(f'\).

`smooth_join_iff` adds that, at an energy in the window where neither solution vanishes at \(R\), the solutions join smoothly exactly when that energy is \(E_0\). The nonvanishing conditions matter because Lean sets division by zero to zero, which could produce a spurious zero of the mismatch at a node.

## The error of the tangent

Let \(\Delta=E-E_0\), and for \(0\le t\le1\) put

\[
g(t)=f(E_0+t\Delta)-t\Delta\,f'(E_0+t\Delta).
\]

The segment stays in the window, and \(g(0)=f(E_0)=0\). Differentiation gives

\[
g'(t)=\Delta f'-\Delta f'-t\Delta^2f''=-t\Delta^2 f''(E_0+t\Delta),
\]

so \(|g'(t)|\le M\Delta^2t\). Let \(B(t)=M\Delta^2t^2/2\). Both \(B+g\) and \(B-g\) vanish at \(t=0\) and have nonnegative derivatives, so neither is negative at \(t=1\). Hence

\[
|f(E)-\Delta f'(E)|\le\tfrac12M\Delta^2 .
\]

The error after a Newton step is

\[
\Delta-\frac{f(E)}{f'(E)}=-\frac{f(E)-\Delta f'(E)}{f'(E)} .
\]

Since \(|f'(E)|\ge m\), its magnitude is at most \(M\Delta^2/(2m)\).

## Contraction, convergence and uniqueness

Set \(q=Md/(2m)\). For a start in the window, \(0\le q<1\), and \(|\Delta|<d\) turns the quadratic bound into

\[
\frac{M}{2m}|\Delta|^2\le q|\Delta| .
\]

A step therefore never increases the distance from \(E_0\), and by induction all iterates stay in the window. Repeating the bound gives \(|E^{(n)}-E_0|\le q^n|E-E_0|\), which tends to zero.

For the faster rate, let \(a=M/(2m)\) and \(e_n=|E^{(n)}-E_0|\). Multiplying the quadratic bound by \(a\) gives \(ae_{n+1}\le(ae_n)^2\), and induction gives

\[
ae_n\le(ae_0)^{2^n}.
\]

Here \(ae_0\le q<1\). If \(M=0\), this scaled inequality carries no information, but the unscaled bound shows that one step reaches \(E_0\).

If \(E\) is any zero of \(f\) in the window, the Newton step leaves it fixed. Contraction then gives \(|E-E_0|\le q|E-E_0|\), so \(E=E_0\).

## The Lean file

```lean
import Mathlib

open Filter Topology Set

namespace NewtonEigenvalueSearch

noncomputable section

/-- Slope mismatch at the matching radius, as a function of the trial energy: the logarithmic
derivative of the outward solution (value `uo`, slope `so`) minus that of the inward solution (value
`ui`, slope `si`). It has this meaning only at energies where `uo` and `ui` are nonzero. -/
def slopeMismatch (uo so ui si : ℝ → ℝ) (E : ℝ) : ℝ := so E / uo E - si E / ui E

/-- One Newton update of the trial energy for a function `f` with derivative `f₁`; it has this
meaning only at energies where `f₁` is nonzero. -/
def newtonStep (f f₁ : ℝ → ℝ) (E : ℝ) : ℝ := E - f E / f₁ E

/-- The trial energy after `n` Newton updates starting from `E`. -/
def newtonEnergy (f f₁ : ℝ → ℝ) (E : ℝ) (n : ℕ) : ℝ := (newtonStep f f₁)^[n] E

/-- The energy window `|E - E₀| < d` around a zero `E₀` of `f`: there `f` has first and second
derivatives `f₁`, `f₂` with `|f₁| ≥ m > 0` and `|f₂| ≤ M`, and `M d < 2 m`. -/
structure NewtonWindow (f f₁ f₂ : ℝ → ℝ) (E₀ d m M : ℝ) : Prop where
  root : f E₀ = 0
  deriv_one : ∀ E, |E - E₀| < d → HasDerivAt f (f₁ E) E
  deriv_two : ∀ E, |E - E₀| < d → HasDerivAt f₁ (f₂ E) E
  slope_pos : 0 < m
  slope_bound : ∀ E, |E - E₀| < d → m ≤ |f₁ E|
  curv_bound : ∀ E, |E - E₀| < d → |f₂ E| ≤ M
  small : M * d < 2 * m

variable {f f₁ f₂ : ℝ → ℝ} {E₀ d m M E : ℝ}

/-- If neither solution vanishes at the matching radius, the slope mismatch is zero exactly when
a rescaling of the inward solution joins the outward one in value and slope. -/
theorem slopeMismatch_eq_zero_iff {uo so ui si : ℝ → ℝ} (ho : uo E ≠ 0) (hi : ui E ≠ 0) :
    slopeMismatch uo so ui si E = 0 ↔ ∃ c : ℝ, uo E = c * ui E ∧ so E = c * si E := by
  unfold slopeMismatch
  rw [sub_eq_zero, div_eq_div_iff ho hi]
  constructor
  · intro h
    refine ⟨uo E / ui E, (div_mul_cancel₀ _ hi).symm, ?_⟩
    rw [div_mul_eq_mul_div, eq_div_iff hi]
    linarith
  · rintro ⟨c, h1, h2⟩
    rw [h1, h2]
    ring

/-- In a Newton window, the tangent to `f` at the trial energy `E`, evaluated at `E₀`, misses
zero by at most `M (E - E₀)² / 2`. -/
theorem tangent_error (h : NewtonWindow f f₁ f₂ E₀ d m M) (hE : |E - E₀| < d) :
    |f E - (E - E₀) * f₁ E| ≤ M / 2 * (E - E₀) ^ 2 := by
  -- the segment from `E₀` to `E` lies in the window
  have hin : ∀ t ∈ Icc (0 : ℝ) 1, |E₀ + t * (E - E₀) - E₀| < d := by
    rintro t ⟨h0, h1⟩
    rw [add_sub_cancel_left, abs_mul, abs_of_nonneg h0]
    exact lt_of_le_of_lt (mul_le_of_le_one_left (abs_nonneg _) h1) hE
  -- along it the first derivatives cancel and only the curvature remains
  have hder : ∀ t ∈ Icc (0 : ℝ) 1, HasDerivAt
      (fun s => f (E₀ + s * (E - E₀)) - s * (E - E₀) * f₁ (E₀ + s * (E - E₀)))
      (-(t * (E - E₀) ^ 2 * f₂ (E₀ + t * (E - E₀)))) t := by
    intro t ht
    have lin : HasDerivAt (fun s : ℝ => s * (E - E₀)) (E - E₀) t :=
      ((hasDerivAt_id' t).mul_const (E - E₀)).congr_deriv (one_mul _)
    have line : HasDerivAt (fun s : ℝ => E₀ + s * (E - E₀)) (E - E₀) t := lin.const_add E₀
    have a : HasDerivAt (fun s => f (E₀ + s * (E - E₀)))
        (f₁ (E₀ + t * (E - E₀)) * (E - E₀)) t := (h.deriv_one _ (hin t ht)).comp t line
    have b : HasDerivAt (fun s => f₁ (E₀ + s * (E - E₀)))
        (f₂ (E₀ + t * (E - E₀)) * (E - E₀)) t := (h.deriv_two _ (hin t ht)).comp t line
    exact (a.fun_sub (lin.fun_mul b)).congr_deriv (by ring)
  have hB : ∀ t : ℝ, HasDerivAt (fun s : ℝ => M / 2 * (E - E₀) ^ 2 * (s * s))
      (M * (E - E₀) ^ 2 * t) t := fun t =>
    (((hasDerivAt_id' t).fun_mul (hasDerivAt_id' t)).const_mul
      (M / 2 * (E - E₀) ^ 2)).congr_deriv (by ring)
  have key := image_norm_le_of_norm_deriv_right_le_deriv_boundary
    (fun t ht => (hder t ht).continuousAt.continuousWithinAt)
    (fun t ht => (hder t ⟨ht.1, ht.2.le⟩).hasDerivWithinAt)
    (by simp [h.root]) hB
    (fun t ht => by
      have hc := h.curv_bound _ (hin t ⟨ht.1, ht.2.le⟩)
      have h0 : 0 ≤ t * (E - E₀) ^ 2 := mul_nonneg ht.1 (sq_nonneg _)
      rw [Real.norm_eq_abs, abs_neg, abs_mul, abs_of_nonneg h0]
      have := mul_le_mul_of_nonneg_left hc h0
      linarith)
    (right_mem_Icc.2 zero_le_one)
  simpa using key

/-- One Newton step from an energy in a Newton window leaves an error of at most `M / (2 m)` times
the square of the previous error. -/
theorem newtonStep_error (h : NewtonWindow f f₁ f₂ E₀ d m M) (hE : |E - E₀| < d) :
    |newtonStep f f₁ E - E₀| ≤ M / (2 * m) * |E - E₀| ^ 2 := by
  have hm := h.slope_pos
  have hM : 0 ≤ M := (abs_nonneg _).trans (h.curv_bound E hE)
  have hp : 0 < |f₁ E| := hm.trans_le (h.slope_bound E hE)
  have hne : f₁ E ≠ 0 := abs_pos.1 hp
  have eq : newtonStep f f₁ E - E₀ = -(f E - (E - E₀) * f₁ E) / f₁ E := by
    rw [eq_div_iff hne, newtonStep, sub_mul, sub_mul, div_mul_cancel₀ _ hne]
    ring
  rw [eq, abs_div, abs_neg, div_le_iff₀ hp]
  calc |f E - (E - E₀) * f₁ E| ≤ M / 2 * (E - E₀) ^ 2 := tangent_error h hE
    _ = M / (2 * m) * |E - E₀| ^ 2 * m := by
        rw [sq_abs]
        field_simp
    _ ≤ M / (2 * m) * |E - E₀| ^ 2 * |f₁ E| :=
        mul_le_mul_of_nonneg_left (h.slope_bound E hE) (by positivity)

/-- In a Newton window one step shrinks the error at least by the factor `M d / (2 m)`,
which is nonnegative and less than one. -/
theorem newtonStep_contracts (h : NewtonWindow f f₁ f₂ E₀ d m M) (hE : |E - E₀| < d) :
    0 ≤ M * d / (2 * m) ∧ M * d / (2 * m) < 1 ∧
      |newtonStep f f₁ E - E₀| ≤ M * d / (2 * m) * |E - E₀| := by
  have hm := h.slope_pos
  have hM : 0 ≤ M := (abs_nonneg _).trans (h.curv_bound E hE)
  have hd : 0 ≤ d := (abs_nonneg _).trans hE.le
  refine ⟨by positivity, (div_lt_one (by positivity)).2 h.small, ?_⟩
  calc |newtonStep f f₁ E - E₀| ≤ M / (2 * m) * |E - E₀| ^ 2 := newtonStep_error h hE
    _ = M / (2 * m) * |E - E₀| * |E - E₀| := by ring
    _ ≤ M / (2 * m) * d * |E - E₀| := by gcongr
    _ = M * d / (2 * m) * |E - E₀| := by ring

/-- Newton iterates started in a Newton window remain there, converge to `E₀`, and have
errors obeying `|Eₙ₊₁ - E₀| ≤ (M / (2 m)) |Eₙ - E₀|²`. -/
theorem newton_converges (h : NewtonWindow f f₁ f₂ E₀ d m M) (hE : |E - E₀| < d) :
    (∀ n, |newtonEnergy f f₁ E n - E₀| < d) ∧
    Tendsto (newtonEnergy f f₁ E) atTop (𝓝 E₀) ∧
    ∀ n, |newtonEnergy f f₁ E (n + 1) - E₀| ≤
      M / (2 * m) * |newtonEnergy f f₁ E n - E₀| ^ 2 := by
  have succ : ∀ n, newtonEnergy f f₁ E (n + 1) = newtonStep f f₁ (newtonEnergy f f₁ E n) :=
    fun n => Function.iterate_succ_apply' _ n E
  obtain ⟨q0, q1, -⟩ := newtonStep_contracts h hE
  have stay : ∀ n, |newtonEnergy f f₁ E n - E₀| < d := by
    intro n
    induction n with
    | zero => exact hE
    | succ n ih =>
      rw [succ]
      exact ((newtonStep_contracts h ih).2.2.trans
        (mul_le_of_le_one_left (abs_nonneg _) q1.le)).trans_lt ih
  -- geometric decay of the error gives convergence
  have decay : ∀ n, |newtonEnergy f f₁ E n - E₀| ≤ (M * d / (2 * m)) ^ n * |E - E₀| := by
    intro n
    induction n with
    | zero => simp [newtonEnergy]
    | succ n ih =>
      rw [succ, pow_succ', mul_assoc]
      exact (newtonStep_contracts h (stay n)).2.2.trans (mul_le_mul_of_nonneg_left ih q0)
  refine ⟨stay, ?_, fun n => ?_⟩
  · rw [tendsto_iff_dist_tendsto_zero]
    have lim := (tendsto_pow_atTop_nhds_zero_of_lt_one q0 q1).mul_const |E - E₀|
    rw [zero_mul] at lim
    exact squeeze_zero (fun _ => dist_nonneg) decay lim
  · rw [succ]
    exact newtonStep_error h (stay n)

/-- For a start in a Newton window, the error scaled by `M / (2 m)` is after `n` steps at most
the initial scaled error raised to the power `2ⁿ`. -/
theorem newton_digit_doubling (h : NewtonWindow f f₁ f₂ E₀ d m M) (hE : |E - E₀| < d) (n : ℕ) :
    M / (2 * m) * |newtonEnergy f f₁ E n - E₀| ≤ (M / (2 * m) * |E - E₀|) ^ 2 ^ n := by
  have hm := h.slope_pos
  have hM : 0 ≤ M := (abs_nonneg _).trans (h.curv_bound E hE)
  have hq : 0 ≤ M / (2 * m) := by positivity
  induction n with
  | zero => simp [newtonEnergy]
  | succ n ih =>
    calc M / (2 * m) * |newtonEnergy f f₁ E (n + 1) - E₀|
        ≤ M / (2 * m) * (M / (2 * m) * |newtonEnergy f f₁ E n - E₀| ^ 2) :=
          mul_le_mul_of_nonneg_left ((newton_converges h hE).2.2 n) hq
      _ = (M / (2 * m) * |newtonEnergy f f₁ E n - E₀|) ^ 2 := by ring
      _ ≤ ((M / (2 * m) * |E - E₀|) ^ 2 ^ n) ^ 2 :=
          pow_le_pow_left₀ (mul_nonneg hq (abs_nonneg _)) ih 2
      _ = (M / (2 * m) * |E - E₀|) ^ 2 ^ (n + 1) := by rw [← pow_mul, ← pow_succ]

/-- Let the slope mismatch have a Newton window around `E₀`. At an energy in the window where
neither solution vanishes at the matching radius, the two solutions can be joined in value and
slope exactly when that energy is `E₀`. -/
theorem smooth_join_iff {uo so ui si : ℝ → ℝ}
    (h : NewtonWindow (slopeMismatch uo so ui si) f₁ f₂ E₀ d m M) (hE : |E - E₀| < d)
    (ho : uo E ≠ 0) (hi : ui E ≠ 0) :
    (∃ c : ℝ, uo E = c * ui E ∧ so E = c * si E) ↔ E = E₀ := by
  rw [← slopeMismatch_eq_zero_iff ho hi]
  constructor
  · intro hz
    -- a zero is a fixed point of the Newton step, which contracts towards `E₀`
    obtain ⟨-, q1, hc⟩ := newtonStep_contracts h hE
    rw [newtonStep, hz, zero_div, sub_zero] at hc
    by_contra hne
    have hpos : 0 < |E - E₀| := abs_pos.2 (sub_ne_zero.2 hne)
    have := mul_lt_mul_of_pos_right q1 hpos
    linarith
  · intro he
    rw [he]
    exact h.root

/-- The function `E + E²` has a Newton window of half-width `1/4` around its zero `E₀ = 0`,
with `m = 1/2` and `M = 2`. -/
theorem newtonWindow_witness :
    NewtonWindow (fun E => E + E * E) (fun E => 1 + 2 * E) (fun _ => 2) 0 (1 / 4) (1 / 2) 2 where
  root := by norm_num
  deriv_one E _ := ((hasDerivAt_id' E).fun_add
    ((hasDerivAt_id' E).fun_mul (hasDerivAt_id' E))).congr_deriv (by ring)
  deriv_two E _ := (((hasDerivAt_id' E).const_mul 2).const_add 1).congr_deriv (by norm_num)
  slope_pos := by norm_num
  slope_bound E hE := by
    have h1 := (abs_lt.1 hE).1
    exact le_trans (by linarith) (le_abs_self _)
  curv_bound E _ := by norm_num
  small := by norm_num

end

end NewtonEigenvalueSearch
```

```lean
#print axioms NewtonEigenvalueSearch.newton_converges
#print axioms NewtonEigenvalueSearch.newton_digit_doubling
#print axioms NewtonEigenvalueSearch.smooth_join_iff
```

```
'NewtonEigenvalueSearch.newton_converges' depends on axioms: [propext, Classical.choice, Quot.sound]
'NewtonEigenvalueSearch.newton_digit_doubling' depends on axioms: [propext, Classical.choice, Quot.sound]
'NewtonEigenvalueSearch.smooth_join_iff' depends on axioms: [propext, Classical.choice, Quot.sound]
```

## From the tangent bound to the smooth join

`slopeMismatch_eq_zero_iff` clears the two denominators. One direction supplies the scale factor `uo E / ui E`; the other substitutes the joining equations and finishes with `ring`.

`tangent_error` contains the calculus. Its `hin` keeps the segment inside the window, and `hder` computes \(g'\) by the chain and product rules, with the first derivatives cancelling in `ring`. The derivative of \(B\) is `hB`. The Mathlib result `image_norm_le_of_norm_deriv_right_le_deriv_boundary` performs the comparison of \(g\) with \(B\), and evaluating it at \(t=1\) gives the bound.

`newtonStep_error` writes the new error as the quotient above and clears its denominator. The last line of its `calc` block uses `slope_bound` to replace \(m\) by \(|f'(E)|\), which is at least as large. `newtonStep_contracts` then replaces one factor \(|E-E_0|\) by \(d\) and reads \(q<1\) off the condition `small`.

In `newton_converges`, the induction `stay` comes first, because each later step needs its energy to be in the window. The induction `decay` gives the geometric bound, and `squeeze_zero` turns it into convergence. The quadratic estimate is `newtonStep_error` applied at the \(n\)th iterate. `newton_digit_doubling` squares the scaled bound at each induction step, doubling the exponent.

`smooth_join_iff` first translates joining into a zero of the mismatch. For a zero other than \(E_0\), the contraction inequality contradicts \(q<1\); the converse is the field `root`.

Finally, `newtonWindow_witness` checks every window condition for \(f(E)=E+E^2\), with \(E_0=0\), \(d=1/4\), \(m=1/2\) and \(M=2\). Here \(Md=1/2\) is less than \(2m=1\), so \(q=1/2\). This quadratic is an example of the window conditions, not the mismatch of a particular atom.
